# Secular determinant and low-band energy of the minimal Bernal bilayer Hamiltonian

The in-plane matrix element $f$ between sublattices A and B of each layer is taken here as an arbitrary complex number, not as a sum over neighbour vectors at a given wave vector $k$. The Hamiltonian is then one $4\times4$ matrix for each pair $(f,g)$, where the real number $g$ couples the two sites that lie on top of each other, B1 and A2. In the basis (A1, B1, A2, B2),

$$
H=\begin{pmatrix}0&f&0&0\\ \bar f&0&g&0\\ 0&g&0&f\\ 0&0&\bar f&0\end{pmatrix}.
$$

The basis is orthonormal, all on-site energies are zero, and there is no hopping besides $f$ and $g$, so hopping within one sublattice is left out as well. Any A–B hopping sum $f(k)$ that leads to this matrix can be inserted, at each $k$ separately.

## Four energies from one square root

For every complex $E$,

$$
\det(E-H)=(E^2-|f|^2)^2-g^2E^2 .
$$

With $\varepsilon=\sqrt{g^2/4+|f|^2}-g/2$, the eigenvalues are exactly $\pm\varepsilon$ and $\pm(\varepsilon+g)$. For $g>0$,

$$
0\le\varepsilon\le\frac{|f|^2}{g},\qquad \frac{|f|^2}{g}-\frac{|f|^4}{g^3}\le\varepsilon ,
$$

and the first two inequalities are strict when $f\ne0$.

## Checking a matrix builder and replacing the low band

The four energies give a reference for a routine that assembles and diagonalises this non-interacting, single-$k$ model. Take $f=2i$ and $g=3$ in any energy unit. The square root is $\sqrt{9/4+4}=5/2$, so $\varepsilon=1$ and the spectrum is $\pm1,\pm4$. The bounds read $20/27\le1<4/3$. The normalised eigenvector for $E=1$ is $(2i,1,-1,2i)/\sqrt{10}$, with site weights $0.4,0.1,0.1,0.4$. With this imaginary $f$, a missing complex conjugate makes the assembled matrix non-Hermitian, which a real $f$ would hide. Hermiticity should be tested on the full matrix, because an eigensolver that reads only one triangle can still return the correct four energies.

For $g>0$, the two-sided bound controls the error made when a code replaces $\varepsilon$ by $|f|^2/g$. For $f\neq0$ the replacement is too large by at most a fraction $|f|^2/g^2$ of itself, so $|f|\le g/10$ keeps this fraction within one per cent.

The sign of $g$ matters. For $g=-3$ and $|f|=2$ the formula gives $\varepsilon=4$, now the outer of the two positive energies, while $|f|^2/g=-4/3$, so $g\ne0$ is not enough for the upper bound. If a parameter set has a negative interlayer element, flipping the sign of both layer-2 basis states turns $g$ into $-g$ and leaves $f$ alone; the bounds then apply with $|g|$.

## From the determinant to the error of the parabola

The matrix $E-H$ is tridiagonal, so its leading minors follow a recursion:

$$
\begin{aligned}
D_1&=E,\qquad D_2=E^2-|f|^2,\qquad D_3=E D_2-g^2E,\\
D_4&=E D_3-|f|^2D_2=D_2^2-g^2E^2 .
\end{aligned}
$$

The last expression is the determinant. Squaring $\varepsilon+g/2=\sqrt{g^2/4+|f|^2}$ gives

$$
\varepsilon^2+g\varepsilon=|f|^2 .
$$

Substituting $|f|^2=\varepsilon(\varepsilon+g)$ into the difference of squares gives

$$
\begin{aligned}
E^2-gE-|f|^2&=(E-\varepsilon-g)(E+\varepsilon),\\
E^2+gE-|f|^2&=(E+\varepsilon+g)(E-\varepsilon).
\end{aligned}
$$

The product vanishes exactly at the four stated energies.

For $f\ne0$, the vector $u=(f,\varepsilon,-\varepsilon,-\bar f)$ satisfies $Hu=\varepsilon u$. The outer rows are immediate. The second gives $|f|^2-g\varepsilon=\varepsilon^2$, and the third gives $g\varepsilon-|f|^2=-\varepsilon^2$. Dividing $u$ by $\sqrt{2(|f|^2+\varepsilon^2)}$ normalises it.

Now let $g>0$. The square root is at least $g/2$, so $\varepsilon\ge0$. Dividing the quadratic relation by $g$ gives

$$
\frac{|f|^2}{g}-\varepsilon=\frac{\varepsilon^2}{g}\ge0 ,
$$

which is the upper bound. Inserting that bound on the right shows that the shortfall is at most $|f|^4/g^3$. If $f\ne0$, the quadratic relation excludes $\varepsilon=0$, and both bounds become strict.

Near a Dirac point, set $f=v(q_x+iq_y)$, where $q_x,q_y$ are wave-vector components measured from that point and $v$ is a real slope that includes $\hbar$. Then $|f|^2=v^2q^2$ with $q^2=q_x^2+q_y^2$, and

$$
\left|\varepsilon-\frac{v^2q^2}{g}\right|\le\frac{v^4q^4}{g^3}.
$$

## The Lean file

```lean
import Mathlib

open Matrix ComplexConjugate

namespace BernalBilayer

noncomputable section

/-- The Bernal bilayer Hamiltonian in the basis (A1, B1, A2, B2), with in-plane element `f`
and interlayer element `g` between B1 and A2. -/
def hamiltonian (f : ℂ) (g : ℝ) : Matrix (Fin 4) (Fin 4) ℂ :=
  !![0, f, 0, 0;
     conj f, 0, (g : ℂ), 0;
     0, (g : ℂ), 0, f;
     0, 0, conj f, 0]

/-- The band energy `sqrt (g² / 4 + |f|²) - g / 2`. -/
def lowBand (f : ℂ) (g : ℝ) : ℝ := Real.sqrt (g ^ 2 / 4 + ‖f‖ ^ 2) - g / 2

/-- The band energy `sqrt (g² / 4 + |f|²) + g / 2`. -/
def highBand (f : ℂ) (g : ℝ) : ℝ := Real.sqrt (g ^ 2 / 4 + ‖f‖ ^ 2) + g / 2

/-- The bilayer Hamiltonian is Hermitian. -/
theorem hamiltonian_isHermitian (f : ℂ) (g : ℝ) : (hamiltonian f g).IsHermitian := by
  unfold Matrix.IsHermitian
  ext i j
  fin_cases i <;> fin_cases j <;> simp [hamiltonian, Matrix.conjTranspose_apply]

/-- The secular determinant of the bilayer is `(E² - |f|²)² - g² E²`. -/
theorem det_secular (f : ℂ) (g : ℝ) (E : ℂ) :
    (E • (1 : Matrix (Fin 4) (Fin 4) ℂ) - hamiltonian f g).det
      = (E ^ 2 - (‖f‖ : ℂ) ^ 2) ^ 2 - (g : ℂ) ^ 2 * E ^ 2 := by
  -- the determinant of a four-site chain with general hopping elements
  have key : ∀ a b c x : ℂ,
      (!![x, -a, 0, 0; -b, x, -c, 0; 0, -c, x, -a; 0, 0, -b, x]).det
        = (x ^ 2 - a * b) ^ 2 - c ^ 2 * x ^ 2 := by
    intro a b c x
    simp [Matrix.det_succ_row_zero, Fin.sum_univ_succ, Fin.succAbove]
    ring
  have hM : E • (1 : Matrix (Fin 4) (Fin 4) ℂ) - hamiltonian f g
      = !![E, -f, 0, 0; -conj f, E, -(g : ℂ), 0; 0, -(g : ℂ), E, -f; 0, 0, -conj f, E] := by
    ext i j
    fin_cases i <;> fin_cases j <;> simp [hamiltonian]
  rw [hM, key, Complex.mul_conj, Complex.normSq_eq_norm_sq, Complex.ofReal_pow]

/-- The energy `ε = lowBand f g` solves the quadratic equation `ε² + g ε = |f|²`. -/
theorem lowBand_quadratic (f : ℂ) (g : ℝ) :
    lowBand f g ^ 2 + g * lowBand f g = ‖f‖ ^ 2 := by
  have hs : Real.sqrt (g ^ 2 / 4 + ‖f‖ ^ 2) ^ 2 = g ^ 2 / 4 + ‖f‖ ^ 2 :=
    Real.sq_sqrt (by positivity)
  unfold lowBand
  linear_combination hs

/-- The energies of the bilayer are exactly the two band energies and their negatives. -/
theorem eigenvalue_iff (f : ℂ) (g : ℝ) (E : ℂ) :
    (∃ v : Fin 4 → ℂ, v ≠ 0 ∧ hamiltonian f g *ᵥ v = E • v) ↔
      E = (lowBand f g : ℂ) ∨ E = -(lowBand f g : ℂ) ∨
      E = (highBand f g : ℂ) ∨ E = -(highBand f g : ℂ) := by
  -- a nonzero eigenvector exists exactly when the secular determinant vanishes
  have h1 : (∃ v : Fin 4 → ℂ, v ≠ 0 ∧ hamiltonian f g *ᵥ v = E • v) ↔
      (E • (1 : Matrix (Fin 4) (Fin 4) ℂ) - hamiltonian f g).det = 0 := by
    rw [← Matrix.exists_mulVec_eq_zero_iff]
    refine exists_congr fun v => and_congr_right fun _ => ?_
    rw [Matrix.sub_mulVec, Matrix.smul_mulVec, Matrix.one_mulVec, sub_eq_zero]
    exact eq_comm
  have hn : (‖f‖ : ℂ) ^ 2 = (lowBand f g : ℂ) ^ 2 + (g : ℂ) * (lowBand f g : ℂ) := by
    exact_mod_cast (lowBand_quadratic f g).symm
  have hh : (highBand f g : ℂ) = (lowBand f g : ℂ) + (g : ℂ) := by
    have h : highBand f g = lowBand f g + g := by
      unfold highBand lowBand
      ring
    exact_mod_cast h
  -- the secular polynomial splits into four linear factors
  have hfac : (E ^ 2 - (‖f‖ : ℂ) ^ 2) ^ 2 - (g : ℂ) ^ 2 * E ^ 2
      = (E - (lowBand f g : ℂ)) * (E + (lowBand f g : ℂ))
        * (E - (highBand f g : ℂ)) * (E + (highBand f g : ℂ)) := by
    rw [hn, hh]
    ring
  rw [h1, det_secular, hfac]
  simp only [mul_eq_zero, sub_eq_zero, add_eq_zero_iff_eq_neg, or_assoc]

/-- For `f ≠ 0` the amplitudes `(f, ε, -ε, -conj f)` on (A1, B1, A2, B2) form an eigenvector with
eigenvalue `ε = lowBand f g`. -/
theorem lowBand_eigenvector (f : ℂ) (g : ℝ) (hf : f ≠ 0) :
    (![f, (lowBand f g : ℂ), -(lowBand f g : ℂ), -conj f] : Fin 4 → ℂ) ≠ 0 ∧
    hamiltonian f g *ᵥ ![f, (lowBand f g : ℂ), -(lowBand f g : ℂ), -conj f]
      = (lowBand f g : ℂ) • ![f, (lowBand f g : ℂ), -(lowBand f g : ℂ), -conj f] := by
  have hp : f * conj f = (lowBand f g : ℂ) ^ 2 + (g : ℂ) * (lowBand f g : ℂ) := by
    rw [Complex.mul_conj, Complex.normSq_eq_norm_sq]
    exact_mod_cast (lowBand_quadratic f g).symm
  refine ⟨fun h => hf (by simpa using congrFun h 0), ?_⟩
  ext i
  fin_cases i
  · simp [hamiltonian, Matrix.mulVec, dotProduct, Fin.sum_univ_succ, mul_comm]
  · simp [hamiltonian, Matrix.mulVec, dotProduct, Fin.sum_univ_succ]
    linear_combination hp
  · simp [hamiltonian, Matrix.mulVec, dotProduct, Fin.sum_univ_succ]
    linear_combination -hp
  · simp [hamiltonian, Matrix.mulVec, dotProduct, Fin.sum_univ_succ, mul_comm]

/-- For `g > 0` the low band energy lies between `0` and `|f|² / g`. -/
theorem lowBand_bounds (f : ℂ) {g : ℝ} (hg : 0 < g) :
    0 ≤ lowBand f g ∧ lowBand f g ≤ ‖f‖ ^ 2 / g := by
  constructor
  · have h : |g / 2| ≤ Real.sqrt (g ^ 2 / 4 + ‖f‖ ^ 2) :=
      Real.abs_le_sqrt (by nlinarith [sq_nonneg ‖f‖])
    unfold lowBand
    linarith [le_abs_self (g / 2)]
  · rw [le_div_iff₀ hg]
    nlinarith [lowBand_quadratic f g, sq_nonneg (lowBand f g)]

/-- For `g > 0` and `f ≠ 0` the low band energy lies strictly between `0` and `|f|² / g`. -/
theorem lowBand_strict_bounds {f : ℂ} {g : ℝ} (hg : 0 < g) (hf : f ≠ 0) :
    0 < lowBand f g ∧ lowBand f g < ‖f‖ ^ 2 / g := by
  have hq := lowBand_quadratic f g
  have hn : 0 < ‖f‖ ^ 2 := pow_pos (norm_pos_iff.mpr hf) 2
  have hpos : 0 < lowBand f g := by
    refine lt_of_le_of_ne (lowBand_bounds f hg).1 fun h => ?_
    rw [← h] at hq
    linarith
  refine ⟨hpos, ?_⟩
  rw [lt_div_iff₀ hg]
  nlinarith [pow_pos hpos 2]

/-- For `g > 0` the low band energy falls short of `|f|² / g` by at most `|f|⁴ / g³`. -/
theorem lowBand_lower_estimate (f : ℂ) {g : ℝ} (hg : 0 < g) :
    ‖f‖ ^ 2 / g - ‖f‖ ^ 4 / g ^ 3 ≤ lowBand f g := by
  obtain ⟨h0, h1⟩ := lowBand_bounds f hg
  -- the quadratic equation gives the shortfall exactly as `ε² / g`
  have h2 : ‖f‖ ^ 2 / g = lowBand f g + lowBand f g ^ 2 / g := by
    rw [← lowBand_quadratic f g]
    field_simp
    ring
  have h3 : lowBand f g ^ 2 / g ≤ (‖f‖ ^ 2 / g) ^ 2 / g := by gcongr
  have h4 : (‖f‖ ^ 2 / g) ^ 2 / g = ‖f‖ ^ 4 / g ^ 3 := by
    field_simp
  linarith

/-- For the Dirac form `f = v (qx + i qy)` and `g > 0`, the low band energy differs from the
parabola `v² q² / g` by at most `v⁴ q⁴ / g³`, where `q² = qx² + qy²`. -/
theorem lowBand_parabolic (v qx qy : ℝ) {g : ℝ} (hg : 0 < g) :
    |lowBand ((v : ℂ) * ((qx : ℂ) + (qy : ℂ) * Complex.I)) g
        - v ^ 2 * (qx ^ 2 + qy ^ 2) / g|
      ≤ v ^ 4 * (qx ^ 2 + qy ^ 2) ^ 2 / g ^ 3 := by
  set f : ℂ := (v : ℂ) * ((qx : ℂ) + (qy : ℂ) * Complex.I) with hf
  have hn : ‖f‖ ^ 2 = v ^ 2 * (qx ^ 2 + qy ^ 2) := by
    rw [Complex.sq_norm, Complex.normSq_apply, hf]
    simp
    ring
  have hn4 : ‖f‖ ^ 4 = v ^ 4 * (qx ^ 2 + qy ^ 2) ^ 2 := by
    calc ‖f‖ ^ 4 = (‖f‖ ^ 2) ^ 2 := by ring
      _ = v ^ 4 * (qx ^ 2 + qy ^ 2) ^ 2 := by rw [hn]; ring
  have hlow := lowBand_lower_estimate f hg
  have hup := (lowBand_bounds f hg).2
  have herr : 0 ≤ v ^ 4 * (qx ^ 2 + qy ^ 2) ^ 2 / g ^ 3 := by positivity
  rw [hn, hn4] at hlow
  rw [hn] at hup
  rw [abs_le]
  constructor <;> linarith

end

end BernalBilayer
```

```lean
#print axioms BernalBilayer.eigenvalue_iff
#print axioms BernalBilayer.lowBand_eigenvector
#print axioms BernalBilayer.lowBand_strict_bounds
#print axioms BernalBilayer.lowBand_parabolic
```

```
'BernalBilayer.eigenvalue_iff' depends on axioms: [propext, Classical.choice, Quot.sound]
'BernalBilayer.lowBand_eigenvector' depends on axioms: [propext, Classical.choice, Quot.sound]
'BernalBilayer.lowBand_strict_bounds' depends on axioms: [propext, Classical.choice, Quot.sound]
'BernalBilayer.lowBand_parabolic' depends on axioms: [propext, Classical.choice, Quot.sound]
```

## Scope of the theorems and their proofs

In `hamiltonian f g`, the indices 0 to 3 stand for A1, B1, A2, B2, and `‖f‖` is $|f|$. The real functions `lowBand` and `highBand` are $\varepsilon$ and $\varepsilon+g$. An eigenvalue is defined by a nonzero `v` with `hamiltonian f g *ᵥ v = E • v`. Since `E` is complex, `eigenvalue_iff` also excludes non-real energies. It holds for every real `g` and describes the set of eigenvalues; multiplicities can be read from the factorised determinant.

`hamiltonian_isHermitian` compares all sixteen entries. `det_secular` expands along the first row for general hopping elements, where the hand derivation uses minors, and then inserts $f\bar f=|f|^2$. `lowBand_quadratic` squares the root. `eigenvalue_iff` converts the eigenvector condition into a vanishing determinant and uses the four linear factors. `lowBand_eigenvector` checks the rows one by one, with `linear_combination` supplying the quadratic relation in the middle two.

For the upper bounds in `lowBand_bounds` and `lowBand_strict_bounds`, `nlinarith` combines the quadratic relation with the sign of $\varepsilon^2$. `lowBand_lower_estimate` writes the shortfall as $\varepsilon^2/g$ and bounds it by `gcongr`. `lowBand_parabolic` inserts $|f|^2=v^2q^2$ into both estimates.

The Dirac form of $f$ is assumed, so the error bound compares $\varepsilon$ with the parabola for that linear $f$; a lattice $f(k)$ adds its own linearisation error. A gate bias, skew interlayer hopping or a site-energy difference changes the matrix, and the formulas then need a new derivation. The theorems concern real and complex numbers, so the rounding error of a floating-point eigensolver has to be estimated separately.
